# Exact pressure of N equal logarithmic charges in a bounded planar container without background

I want the pressure of $N$ equal classical charges $q$ that repel through the pair energy $-q^2\log r$ in a hard-walled planar container of area $a$, and I have left out any neutralising background. If I stretch a configuration by a factor $s$, every $\log r$ becomes $\log r+\log s$, so the energy only shifts by a constant. A constant shift changes no relative probabilities. How can it contribute to the pressure, and can the contribution really be exact when I can't evaluate the configurational integral?

## An energy shift that depends on the size of the container

The model has to fix which charges enter the energy. Here only the $N$ mobile charges do, so every pair repels and nothing compensates their total charge. With that choice the contribution is exact. The shift is the same for all configurations but depends on $s$, so it drops out of the probabilities at fixed size and stays in the free energy as the size changes.

Let $\beta=1/kT$ and $g=\beta q^2$. This $g$ is the coupling often written $\Gamma$, not a pair distribution function. The Boltzmann factor is a product of powers,

$$e^{-\beta E}=\exp\Big(g\sum_{i<j}\log r_{ij}\Big)=\prod_{i<j}r_{ij}^{\,g},\qquad r_{ij}=\|x_i-x_j\|.$$

For a region $B$ of the plane, define

$$Z(B)=\int_{B^N}\prod_{i<j}r_{ij}^{\,g}\,d^{2N}x .$$

In $Z(sB)$ substitute $x_i=s\,y_i$. The volume element gives $s^{2N}$, and each of the $N(N-1)/2$ pairs gives $s^g$. Hence

$$Z(sB)=s^{\,2N+gN(N-1)/2}\,Z(B).$$

Now let $B$ be bounded with area $A>0$. The container of the same shape with area $a$ is $sB$ with $s=\sqrt{a/A}$, so

$$\log Z=\Big(N+\frac{gN(N-1)}4\Big)\log\frac aA+\log Z(B).$$

The last term is a finite constant. If $R$ bounds the distances in $B$, then for $g\ge0$ the integrand is at most $R^{gN(N-1)/2}$, and $Z(B)$ is at most that number times $A^N$. It is also positive, because the integrand vanishes at most where two particles coincide, which is a set of measure zero. Differentiation gives

$$\beta P=\frac{\partial\log Z}{\partial a}=\frac{N+gN(N-1)/4}{a},\qquad P=\frac{NkT+q^2N(N-1)/4}{a}.$$

The unknown number $Z(B)$ disappears, and the interaction part of $P$ does not depend on temperature. For $N=1$ only the ideal term remains.

## What the Lean statements say

`Plane` is $\mathbb R^2$ with the Euclidean norm, and a configuration is a function `Fin N → Plane`. The inner index set `Finset.Ioi i` contains the $j>i$, so each pair is counted once. `pairWeight` is the pair product, `confined N B` is $B^N$, and `configIntegral` is $Z(B)$ as a Lebesgue integral with values in $[0,\infty]$. It omits $1/N!$ and the momentum integral, which do not depend on the area. The unit of length inside the logarithm is set to one.

`configIntegral_smul` is the scaling law for every natural number $N$, every real $g$, every $s>0$ and every measurable $B$. Both sides may be infinite. `configIntegral_eq_boltzmann` identifies the integral at `β * q ^ 2` with that of $e^{-\beta E}$.

`pressure` assumes $g\ge0$, which describes equal charges at positive temperature, and a bounded measurable $B$ of nonzero area. It states that $\log Z$ of the rescaled `container B b`, as a function of the area $b$, has the derivative above at $b=a>0$. `area_container` confirms that the rescaled region has the intended area. Some lower bound on $g$ is needed for finiteness: for two particles in a disc, the integral diverges at contact when $g\le-2$.

The step from this derivative to a measured pressure is the thermodynamic relation $\beta P=\partial\log Z/\partial a$, taken under uniform dilation. In a container that is not a disc the force per length may vary along the wall, and $P$ is then its average with weight $x\cdot n$, where $n$ is the outward unit normal at the wall point $x$.

A Monte Carlo simulation of finitely many classical charges with this logarithmic repulsion in a disc, without background, can compare the pressure at the wall, which is $kT$ times the particle density there, with this value. The virial formula would not test the sampling: distance times force is $q^2$ for every pair, so it returns this value for every configuration. The formula should not be used for jellium. The same scaling argument with a uniform neutralising background that fills the container suggests $\beta P=N(1-g/4)/a$, a result that the Lean theorems leave untreated.

```lean
import Mathlib

open MeasureTheory
open scoped ENNReal Pointwise

namespace LogPlasma

noncomputable section

/-- The Euclidean plane in which the particles move. -/
abbrev Plane := EuclideanSpace ℝ (Fin 2)

/-- The logarithmic Coulomb energy of `N` equal charges `q` in the plane,
`-q² ∑ log r` over all pairs, for configurations without coinciding particles. -/
def energy {N : ℕ} (q : ℝ) (x : Fin N → Plane) : ℝ :=
  -q ^ 2 * ∑ i, ∑ j ∈ Finset.Ioi i, Real.log ‖x i - x j‖

/-- The product of `r ^ g` over all pairs of particles. -/
def pairWeight {N : ℕ} (g : ℝ) (x : Fin N → Plane) : ℝ :=
  ∏ i, ∏ j ∈ Finset.Ioi i, ‖x i - x j‖ ^ g

/-- The configurations with all `N` particles in the region `B`. -/
def confined (N : ℕ) (B : Set Plane) : Set (Fin N → Plane) :=
  Set.univ.pi fun _ => B

/-- The configurational integral of the pair product over all configurations in `B`,
a value in `[0, ∞]`. -/
def configIntegral (N : ℕ) (g : ℝ) (B : Set Plane) : ℝ≥0∞ :=
  ∫⁻ x in confined N B, ENNReal.ofReal (pairWeight g x)

/-- The region `B` rescaled to area `a`, for `a ≥ 0` and `B` of finite positive area. -/
def container (B : Set Plane) (a : ℝ) : Set Plane :=
  √(a / (volume B).toReal) • B

/-- `N` particles form `N (N - 1) / 2` pairs. -/
theorem card_pairs (N : ℕ) :
    ∑ i : Fin N, ((Finset.Ioi i).card : ℝ) = N * (N - 1) / 2 := by
  have hsum : ∀ n : ℕ, ∑ k ∈ Finset.range n, (k : ℝ) = n * (n - 1) / 2 := by
    intro n
    induction n with
    | zero => simp
    | succ n ih =>
      rw [Finset.sum_range_succ, ih]
      push_cast
      ring
  have hcard : ∀ i : Fin N, ((Finset.Ioi i).card : ℝ) = (N - 1 : ℝ) - ((i : ℕ) : ℝ) := by
    intro i
    have h : (Finset.Ioi i).card + (i : ℕ) + 1 = N := by
      rw [Fin.card_Ioi]
      have := i.isLt
      omega
    have h' : ((Finset.Ioi i).card : ℝ) + ((i : ℕ) : ℝ) + 1 = N := by exact_mod_cast h
    linarith
  rw [Finset.sum_congr rfl fun i _ => hcard i, Finset.sum_sub_distrib,
    Fin.sum_univ_eq_sum_range (fun k => (k : ℝ)) N, hsum, Finset.sum_const,
    Finset.card_univ, Fintype.card_fin, nsmul_eq_mul]
  ring

/-- Stretching a configuration by `s > 0` multiplies the pair product by `s ^ g` per pair. -/
theorem pairWeight_smul {N : ℕ} (g : ℝ) {s : ℝ} (hs : 0 < s) (x : Fin N → Plane) :
    pairWeight g (s • x) = s ^ (g * (N * (N - 1) / 2)) * pairWeight g x := by
  have h : ∀ i j, ‖(s • x) i - (s • x) j‖ ^ g = s ^ g * ‖x i - x j‖ ^ g := by
    intro i j
    rw [Pi.smul_apply, Pi.smul_apply, ← smul_sub, norm_smul, Real.norm_of_nonneg hs.le,
      Real.mul_rpow hs.le (norm_nonneg _)]
  unfold pairWeight
  simp_rw [h, Finset.prod_mul_distrib, Finset.prod_const, Finset.prod_pow_eq_pow_sum]
  rw [← Real.rpow_natCast, ← Real.rpow_mul hs.le, Nat.cast_sum, card_pairs]

lemma measurable_weight (N : ℕ) (g : ℝ) :
    Measurable fun x : Fin N → Plane => ENNReal.ofReal (pairWeight g x) := by
  unfold pairWeight
  fun_prop

/-- In almost every configuration no two particles coincide. -/
theorem ae_injective (N : ℕ) : ∀ᵐ x : Fin N → Plane, Function.Injective x := by
  have h : ∀ i j : Fin N, i ≠ j → ∀ᵐ x : Fin N → Plane, x i ≠ x j := by
    intro i j hij
    -- coincidence of two particles is a proper linear subspace
    let L : (Fin N → Plane) →ₗ[ℝ] Plane :=
      LinearMap.proj (R := ℝ) (φ := fun _ : Fin N => Plane) i -
        LinearMap.proj (R := ℝ) (φ := fun _ : Fin N => Plane) j
    have hL : LinearMap.ker L ≠ ⊤ := by
      intro htop
      obtain ⟨v, hv⟩ := exists_ne (0 : Plane)
      have hm : (Pi.single i v : Fin N → Plane) ∈ LinearMap.ker L := by
        rw [htop]
        exact Submodule.mem_top
      have h0 := LinearMap.mem_ker.1 hm
      simp [L, Pi.single_eq_of_ne hij.symm] at h0
      exact hv h0
    rw [ae_iff]
    refine measure_mono_null (fun x hx => ?_) (Measure.addHaar_submodule volume _ hL)
    have hx' : x i = x j := not_not.1 hx
    exact LinearMap.mem_ker.2 (by simp [L, hx'])
  have h' : ∀ᵐ x : Fin N → Plane, ∀ i j, i ≠ j → x i ≠ x j := by
    rw [ae_all_iff]
    intro i
    rw [ae_all_iff]
    intro j
    by_cases hij : i = j
    · exact Filter.Eventually.of_forall fun x hne => absurd hij hne
    · filter_upwards [h i j hij] with x hx _ using hx
  filter_upwards [h'] with x hx i j hij
  by_contra hne
  exact hx i j hne hij

/-- At coupling `g = β q²` the configurational integral is the integral of the Boltzmann
factor of the logarithmic Coulomb energy. -/
theorem configIntegral_eq_boltzmann (N : ℕ) (β q : ℝ) (B : Set Plane) :
    configIntegral N (β * q ^ 2) B =
      ∫⁻ x in confined N B, ENNReal.ofReal (Real.exp (-β * energy q x)) := by
  refine lintegral_congr_ae (ae_restrict_of_ae ?_)
  filter_upwards [ae_injective N] with x hx
  congr 1
  have h : -β * energy q x =
      ∑ i, ∑ j ∈ Finset.Ioi i, Real.log ‖x i - x j‖ * (β * q ^ 2) := by
    simp_rw [← Finset.sum_mul]
    unfold energy
    ring
  rw [h, Real.exp_sum]
  refine Finset.prod_congr rfl fun i _ => ?_
  rw [Real.exp_sum]
  refine Finset.prod_congr rfl fun j hj => ?_
  have hne : x i ≠ x j := hx.ne (Finset.mem_Ioi.1 hj).ne
  exact Real.rpow_def_of_pos (norm_pos_iff.2 (sub_ne_zero.2 hne)) _

/-- Scaling law for equal logarithmic charges without background: stretching a measurable region by
`s > 0` multiplies the configurational integral by `s ^ (2N + g N (N - 1) / 2)`. -/
theorem configIntegral_smul (N : ℕ) (g : ℝ) {s : ℝ} (hs : 0 < s) {B : Set Plane}
    (hB : MeasurableSet B) :
    configIntegral N g (s • B) =
      ENNReal.ofReal (s ^ (2 * N + g * N * (N - 1) / 2 : ℝ)) * configIntegral N g B := by
  have hd : Module.finrank ℝ (Fin N → Plane) = 2 * N := by
    simp [Module.finrank_pi_fintype, mul_comm]
  have hmap := Measure.map_addHaar_smul (volume : Measure (Fin N → Plane)) hs.ne'
  rw [hd] at hmap
  have hC : MeasurableSet (confined N (s • B)) :=
    MeasurableSet.univ_pi fun _ => hB.const_smul_of_ne_zero hs.ne'
  have hpre : (fun x : Fin N → Plane => s • x) ⁻¹' confined N (s • B) = confined N B := by
    ext x
    simp [confined, Set.mem_pi, Set.smul_mem_smul_set_iff₀ hs.ne']
  -- change of variables in the 2N-dimensional configuration space
  have h1 := setLIntegral_map (μ := (volume : Measure (Fin N → Plane))) hC
    (measurable_weight N g) (measurable_const_smul s)
  rw [hmap, Measure.restrict_smul, lintegral_smul_measure, smul_eq_mul, hpre] at h1
  have h2 : ∫⁻ x in confined N B, ENNReal.ofReal (pairWeight g (s • x)) =
      ENNReal.ofReal (s ^ (g * (N * (N - 1) / 2) : ℝ)) * configIntegral N g B := by
    simp_rw [pairWeight_smul g hs, ENNReal.ofReal_mul (Real.rpow_nonneg hs.le _)]
    exact lintegral_const_mul _ (measurable_weight N g)
  have hone : ENNReal.ofReal (s ^ (2 * N)) * ENNReal.ofReal |(s ^ (2 * N))⁻¹| = 1 := by
    have hp : 0 < s ^ (2 * N) := pow_pos hs _
    rw [← ENNReal.ofReal_mul hp.le, abs_of_pos (inv_pos.2 hp), mul_inv_cancel₀ hp.ne',
      ENNReal.ofReal_one]
  have hexp : s ^ (2 * N) * s ^ (g * (N * (N - 1) / 2) : ℝ) =
      s ^ (2 * N + g * N * (N - 1) / 2 : ℝ) := by
    rw [← Real.rpow_natCast, ← Real.rpow_add hs]
    congr 1
    push_cast
    ring
  calc configIntegral N g (s • B)
      = ENNReal.ofReal (s ^ (2 * N)) *
          (ENNReal.ofReal |(s ^ (2 * N))⁻¹| * configIntegral N g (s • B)) := by
        rw [← mul_assoc, hone, one_mul]
    _ = ENNReal.ofReal (s ^ (2 * N)) *
          (ENNReal.ofReal (s ^ (g * (N * (N - 1) / 2) : ℝ)) * configIntegral N g B) :=
        congrArg _ (h1.trans h2)
    _ = _ := by rw [← mul_assoc, ← ENNReal.ofReal_mul (pow_pos hs _).le, hexp]

/-- The configurational integral of a region of nonzero area is nonzero. -/
theorem configIntegral_ne_zero (N : ℕ) (g : ℝ) {B : Set Plane} (h0 : volume B ≠ 0) :
    configIntegral N g B ≠ 0 := by
  intro hZ
  have hae := (lintegral_eq_zero_iff (measurable_weight N g)).1 hZ
  have hfalse : ∀ᵐ x ∂(volume.restrict (confined N B)), False := by
    filter_upwards [hae, ae_restrict_of_ae (ae_injective N)] with x hx hinj
    have hpos : 0 < pairWeight g x :=
      Finset.prod_pos fun i _ => Finset.prod_pos fun j hj =>
        Real.rpow_pos_of_pos (norm_pos_iff.2 (sub_ne_zero.2
          (hinj.ne (Finset.mem_Ioi.1 hj).ne))) _
    exact (ENNReal.ofReal_pos.2 hpos).ne' hx
  rw [Filter.eventually_false_iff_eq_bot, ae_eq_bot, Measure.restrict_eq_zero, confined,
    volume_pi_pi, Finset.prod_const] at hfalse
  exact pow_ne_zero _ h0 hfalse

/-- For `g ≥ 0` the configurational integral of a bounded measurable region is finite. -/
theorem configIntegral_ne_top (N : ℕ) {g : ℝ} (hg : 0 ≤ g) {B : Set Plane}
    (hB : MeasurableSet B) (hb : Bornology.IsBounded B) : configIntegral N g B ≠ ⊤ := by
  obtain ⟨R, hR⟩ := Metric.isBounded_iff.1 hb
  have hle : configIntegral N g B ≤ ∫⁻ _ in confined N B,
      ENNReal.ofReal (∏ i : Fin N, ∏ _j ∈ Finset.Ioi i, R ^ g) := by
    refine setLIntegral_mono' (MeasurableSet.univ_pi fun _ => hB) fun x hx => ?_
    refine ENNReal.ofReal_le_ofReal (Finset.prod_le_prod
      (fun i _ => Finset.prod_nonneg fun j _ => Real.rpow_nonneg (norm_nonneg _) _)
      fun i _ => Finset.prod_le_prod (fun j _ => Real.rpow_nonneg (norm_nonneg _) _)
      fun j _ => Real.rpow_le_rpow (norm_nonneg _) ?_ hg)
    rw [← dist_eq_norm]
    exact hR (hx i trivial) (hx j trivial)
  refine ne_top_of_le_ne_top ?_ hle
  rw [setLIntegral_const, confined, volume_pi_pi, Finset.prod_const]
  exact ENNReal.mul_ne_top ENNReal.ofReal_ne_top (ENNReal.pow_ne_top hb.measure_lt_top.ne)

/-- For `B` of finite nonzero area and `a ≥ 0`, the rescaled container has area `a`. -/
theorem area_container {B : Set Plane} (h0 : volume B ≠ 0) (hfin : volume B ≠ ⊤) {a : ℝ}
    (ha : 0 ≤ a) : volume (container B a) = ENNReal.ofReal a := by
  have hv : 0 < (volume B).toReal := ENNReal.toReal_pos h0 hfin
  have hq : 0 ≤ a / (volume B).toReal := div_nonneg ha hv.le
  calc volume (container B a)
      = ENNReal.ofReal (a / (volume B).toReal) * ENNReal.ofReal (volume B).toReal := by
        rw [container, Measure.addHaar_smul, finrank_euclideanSpace_fin, Real.sq_sqrt hq,
          abs_of_nonneg hq, ENNReal.ofReal_toReal hfin]
    _ = ENNReal.ofReal a := by rw [← ENNReal.ofReal_mul hq, div_mul_cancel₀ _ hv.ne']

/-- Exact equation of state without background: for `g ≥ 0` and a bounded measurable shape
of nonzero area, the derivative of `log Z` with respect to the area `a > 0`, which is the
pressure over `kT`, equals `(N + g N (N - 1) / 4) / a`. -/
theorem pressure (N : ℕ) {g : ℝ} (hg : 0 ≤ g) {B : Set Plane} (hB : MeasurableSet B)
    (hb : Bornology.IsBounded B) (h0 : volume B ≠ 0) {a : ℝ} (ha : 0 < a) :
    HasDerivAt (fun b => Real.log (configIntegral N g (container B b)).toReal)
      ((N + g * N * (N - 1) / 4) / a) a := by
  have hv : 0 < (volume B).toReal := ENNReal.toReal_pos h0 hb.measure_lt_top.ne
  have hZ : 0 < (configIntegral N g B).toReal :=
    ENNReal.toReal_pos (configIntegral_ne_zero N g h0) (configIntegral_ne_top N hg hB hb)
  have hder := (((Real.hasDerivAt_log ha.ne').sub_const
    (Real.log (volume B).toReal)).const_mul (N + g * N * (N - 1) / 4 : ℝ)).add_const
    (Real.log (configIntegral N g B).toReal)
  rw [← div_eq_mul_inv] at hder
  refine hder.congr_of_eventuallyEq ?_
  -- by the scaling law, log Z is affine in the logarithm of the area
  filter_upwards [lt_mem_nhds ha] with b hpos
  have hs : 0 < √(b / (volume B).toReal) := Real.sqrt_pos.2 (div_pos hpos hv)
  rw [container, configIntegral_smul N g hs hB, ENNReal.toReal_mul,
    ENNReal.toReal_ofReal (Real.rpow_nonneg hs.le _),
    Real.log_mul (Real.rpow_pos_of_pos hs _).ne' hZ.ne', Real.log_rpow hs,
    Real.log_sqrt (div_pos hpos hv).le, Real.log_div hpos.ne' hv.ne']
  ring

end

end LogPlasma
```

```lean
#print axioms LogPlasma.configIntegral_eq_boltzmann
#print axioms LogPlasma.area_container
#print axioms LogPlasma.pressure
```

```
'LogPlasma.configIntegral_eq_boltzmann' depends on axioms: [propext, Classical.choice, Quot.sound]
'LogPlasma.area_container' depends on axioms: [propext, Classical.choice, Quot.sound]
'LogPlasma.pressure' depends on axioms: [propext, Classical.choice, Quot.sound]
```

## From counting pairs to the derivative

`card_pairs` counts the pairs. With labels from $0$ to $N-1$, particle $i$ has $N-1-i$ partners of higher label. An induction sums the labels $i$, and subtracting that sum from $N(N-1)$ gives the number of pairs. `pairWeight_smul` takes $s$ out of each norm, splits the power, and collects one factor $s^g$ per pair.

The substitution $x=sy$ is carried out in `configIntegral_smul`. Mathlib's `Measure.map_addHaar_smul` says how Lebesgue measure transforms under a dilation, and `hd` supplies the dimension $2N$. The step `hpre` shows that the configurations carried into $(sB)^N$ are exactly those in $B^N$. `setLIntegral_map` then changes variables, `h2` inserts the scaled pair product, and `hexp` adds the exponents. The Jacobian first appears as $s^{-2N}$ on the side of $Z(sB)$, so the final calculation multiplies by $s^{2N}$, using `hone`.

`ae_injective` shows that coincidences have measure zero. For $i\ne j$, the condition $x_i=x_j$ defines a proper linear subspace of configuration space, and such a subspace is a null set. There are finitely many pairs, so almost every configuration has all particles apart. This is used twice:

- In `configIntegral_eq_boltzmann`, the exponential of the sum becomes the product of powers wherever all distances are positive. At coincidences the two integrands can differ, since Lean sets $\log 0=0$, but this does not affect the integral.
- In `configIntegral_ne_zero`, a vanishing integral would force the integrand to vanish almost everywhere on $B^N$. It is positive almost everywhere, so $B^N$ would have measure zero, whereas its measure is the $N$-th power of a nonzero area.

`configIntegral_ne_top` is the bound by $R^g$ per pair, integrated over a set of finite measure.

In `pressure`, these two results make $Z(B)$ a positive real number, so its logarithm can be split off. The term `hder` differentiates the explicit function of $\log a$ found above. The scaling law shows that $\log Z$ agrees with this function at every positive area, hence in a neighbourhood of $a$, and `congr_of_eventuallyEq` transfers the derivative.
